# The overlap of two m-quasiparticle states over a common normalised vacuum is det(XᴴY)

Let two states each be a single product of $m$ fermionic quasiparticle creators acting on the same normalised vacuum. Their overlap is the determinant of the $m\times m$ matrix of scalar products between their amplitude vectors, taken over orthonormal modes. No expansion over configurations is needed. The formula serves for Slater determinants with mutually non-orthogonal orbitals and for quasiparticle excitations of a single BCS state, but not for states built on two different BCS vacua.

Let $b_l$ be finitely many fermionic modes and $\psi$ a unit vector with $b_l\psi=0$ for all $l$. The columns of two complex $n\times m$ matrices $X$ and $Y$ define

$$d_k^\dagger=\sum_l X_{lk}\,b_l^\dagger,\qquad e_k^\dagger=\sum_l Y_{lk}\,b_l^\dagger,\qquad k=0,\dots,m-1 .$$

The claim is

$$\langle d_0^\dagger\cdots d_{m-1}^\dagger\psi,\; e_0^\dagger\cdots e_{m-1}^\dagger\psi\rangle=\det(X^{\mathsf H}Y).$$

Columns are counted from 0, as in the code, whose comments write $b_l^*$ for $b_l^\dagger$. If orbitals are instead given by coefficient matrices $A$ and $B$ in a non-orthogonal basis with overlap matrix $S$, the scalar products of the orbitals are the entries of $A^{\mathsf H}SB$, and this matrix takes the place of $X^{\mathsf H}Y$.

## Modes, creators and states

The modes are labelled by a finite set `ι` with $n$ elements. They act on a complex inner-product space `H` of any dimension, and the inner product is conjugate-linear in its first argument.

```lean
import Mathlib

open Matrix
open scoped InnerProductSpace ComplexOrder

namespace QuasiparticleOverlap

noncomputable section

variable {ι H : Type*} [Fintype ι] [DecidableEq ι]
  [NormedAddCommGroup H] [InnerProductSpace ℂ H]
```

Two properties of the modes enter:

$$\langle b_l^\dagger u,v\rangle=\langle u,b_l v\rangle,\qquad b_kb_l^\dagger+b_l^\dagger b_k=\delta_{kl}.$$

The second expresses Fermi statistics between a mode and an adjoint. The relation $b_kb_l+b_lb_k=0$ is not required, so modes with the full anticommutation relations are a special case. In the code `bd l` stands for $b_l^\dagger$, and both families consist of linear maps defined on all of `H`. For a superconductor treated in mean-field theory, the Bogoliubov modes and their normalised vacuum must first be constructed from the mean-field Hamiltonian; that is not done here.

```lean
/-- The operators `bd l` are the adjoints of the modes `b l`, and the two families satisfy the
mixed anticommutation relation `b_k b_l* + b_l* b_k = δ_kl`. -/
structure MixedCAR (b bd : ι → Module.End ℂ H) : Prop where
  adj : ∀ l u v, ⟪bd l u, v⟫_ℂ = ⟪u, b l v⟫_ℂ
  anticomm : ∀ k l v, b k (bd l v) + bd l (b k v) = if k = l then v else 0
```

A vector of amplitudes $x$ defines the creator $c^\dagger(x)=\sum_l x_l b_l^\dagger$.

```lean
/-- The creator `∑ x_l b_l*` of a quasiparticle with amplitudes `x`. -/
def creator (bd : ι → Module.End ℂ H) (x : ι → ℂ) : Module.End ℂ H :=
  ∑ l, x l • bd l
```

Its partner is $c(x)=\sum_l \overline{x_l}\,b_l$, with conjugated amplitudes.

```lean
/-- The annihilator `∑ conj(x_l) b_l` of a quasiparticle with amplitudes `x`. -/
def annihilator (b : ι → Module.End ℂ H) (x : ι → ℂ) : Module.End ℂ H :=
  ∑ l, star (x l) • b l
```

Write $x_k$ for column $k$ of $X$. The state is $\Phi_X=c^\dagger(x_0)\cdots c^\dagger(x_{m-1})\psi$, an ordered product in which the rightmost creator acts first. The columns need not be orthonormal, so $\Phi_X$ need not be normalised.

```lean
/-- The state `d_0* ... d_(m-1)* ψ`, where `d_k* = ∑ X_lk b_l*` is read off column `k` of `X`. -/
def quasiState {m : ℕ} (bd : ι → Module.End ℂ H) (X : Matrix ι (Fin m) ℂ) (ψ : H) : H :=
  (List.ofFn fun k => creator bd (fun l => X l k)).prod ψ
```

For $m=0$ the product is empty and $\Phi_X=\psi$.

```lean
omit [DecidableEq ι] in
/-- With no quasiparticle created, the state is `ψ` itself. -/
lemma quasiState_zero (bd : ι → Module.End ℂ H) (X : Matrix ι (Fin 0) ℂ) (ψ : H) :
    quasiState bd X ψ = ψ := by
  simp [quasiState]
```

Otherwise the leftmost creator splits off: $\Phi_X=c^\dagger(x_0)\,\Phi_{X'}$, where $X'$ is $X$ without column 0. In Lean, $X'$ is `X.submatrix id Fin.succ`.

```lean
omit [DecidableEq ι] in
/-- The leftmost creator of a multi-quasiparticle state acts on the state of the others. -/
lemma quasiState_succ {m : ℕ} (bd : ι → Module.End ℂ H) (X : Matrix ι (Fin (m + 1)) ℂ)
    (ψ : H) : quasiState bd X ψ =
      creator bd (fun l => X l 0) (quasiState bd (X.submatrix id Fin.succ) ψ) := by
  unfold quasiState
  rw [List.ofFn_succ, List.prod_cons]
  rfl
```

## Contracting one annihilator with a string of creators

Moving the creator to the other side of the inner product conjugates its amplitudes:

$$\langle c^\dagger(x)u,v\rangle=\sum_l\overline{x_l}\,\langle b_l^\dagger u,v\rangle=\sum_l\overline{x_l}\,\langle u,b_lv\rangle=\langle u,c(x)v\rangle .$$

```lean
variable {b bd : ι → Module.End ℂ H} {ψ : H} {m : ℕ}

/-- Under `MixedCAR`, the quasiparticle annihilator is the adjoint of the creator with the same
amplitudes. -/
theorem creator_adjoint (h : MixedCAR b bd) (x : ι → ℂ) (u v : H) :
    ⟪creator bd x u, v⟫_ℂ = ⟪u, annihilator b x v⟫_ℂ := by
  simp only [creator, annihilator, LinearMap.sum_apply, LinearMap.smul_apply, sum_inner,
    inner_sum, inner_smul_left, inner_smul_right, h.adj, starRingEnd_apply]
```

The anticommutator of two superpositions is a number:

$$c(x)c^\dagger(y)+c^\dagger(y)c(x)=\sum_{k,l}\overline{x_k}\,y_l\,(b_kb_l^\dagger+b_l^\dagger b_k)=\sum_k\overline{x_k}\,y_k=x^{\mathsf H}y .$$

In the proof, `h1` and `h2` write the two products as double sums with the same coefficients. The mixed relation then leaves only the terms with $l=k$.

```lean
/-- Under `MixedCAR`, the anticommutator of a quasiparticle annihilator and a creator is the scalar
product of their amplitudes. -/
theorem annihilator_creator (h : MixedCAR b bd) (x y : ι → ℂ) (v : H) :
    annihilator b x (creator bd y v) + creator bd y (annihilator b x v)
      = (star x ⬝ᵥ y) • v := by
  have h1 : annihilator b x (creator bd y v)
      = ∑ k, ∑ l, star (x k) • y l • b k (bd l v) := by
    simp only [annihilator, creator, LinearMap.sum_apply, LinearMap.smul_apply, map_sum,
      map_smul, Finset.smul_sum]
    rw [Finset.sum_comm]
    exact Finset.sum_congr rfl fun k _ => Finset.sum_congr rfl fun l _ => smul_comm _ _ _
  have h2 : creator bd y (annihilator b x v)
      = ∑ k, ∑ l, star (x k) • y l • bd l (b k v) := by
    simp only [annihilator, creator, LinearMap.sum_apply, LinearMap.smul_apply, map_sum,
      map_smul, Finset.smul_sum]
  rw [h1, h2, ← Finset.sum_add_distrib, dotProduct, Finset.sum_smul]
  refine Finset.sum_congr rfl fun k _ => ?_
  -- only the term l = k survives
  simp only [← Finset.sum_add_distrib, ← smul_add, h.anticomm, smul_ite, smul_zero,
    Finset.sum_ite_eq, Finset.mem_univ, if_true, Pi.star_apply, mul_smul]
```

Now let $Y$ have $m+1$ columns $y_0,\dots,y_m$, and let $Y^{(j)}$ be $Y$ without column $j$. Then

$$c(x)\,\Phi_Y=\sum_{j=0}^{m}(-1)^j\,(x^{\mathsf H}y_j)\,\Phi_{Y^{(j)}} .$$

For a single creator, $c(x)c^\dagger(y_0)\psi=(x^{\mathsf H}y_0)\psi-c^\dagger(y_0)c(x)\psi$, and the last term vanishes because $c(x)\psi=0$. For a longer string,

$$c(x)c^\dagger(y_0)\Phi_{Y'}=(x^{\mathsf H}y_0)\,\Phi_{Y'}-c^\dagger(y_0)\,c(x)\Phi_{Y'} .$$

The first term is the contribution $j=0$. The induction hypothesis expands $c(x)\Phi_{Y'}$. There, column $j$ of $Y'$ is column $j+1$ of $Y$, and the minus sign turns $(-1)^j$ into $(-1)^{j+1}$. Putting $c^\dagger(y_0)$ back in front gives $\Phi_{Y^{(j+1)}}$.

The Lean function `j.succAbove` skips column $j$. The equation `e` says that deleting column $j+1$ and then column 0 gives the same matrix as deleting column 0 and then column $j$ of what remains.

```lean
/-- Under `MixedCAR`, if all `b_l` kill `ψ`, an annihilator acting on a multi-quasiparticle state
gives the sum of the states with one quasiparticle removed, each weighted by an alternating sign and
the scalar product of the amplitudes. -/
theorem annihilator_quasiState (h : MixedCAR b bd) (hψ : ∀ l, b l ψ = 0) (x : ι → ℂ)
    (Y : Matrix ι (Fin (m + 1)) ℂ) :
    annihilator b x (quasiState bd Y ψ) =
      ∑ j : Fin (m + 1), ((-1) ^ (j : ℕ) * (star x ⬝ᵥ fun l => Y l j)) •
        quasiState bd (Y.submatrix id j.succAbove) ψ := by
  induction m with
  | zero =>
    have hann : annihilator b x ψ = 0 := by simp [annihilator, hψ]
    rw [quasiState_succ bd Y, quasiState_zero,
      eq_sub_of_add_eq (annihilator_creator h x _ ψ), hann, map_zero, sub_zero]
    simp [quasiState_zero]
  | succ m ih =>
    -- pass the first creator, then use the formula for the remaining ones
    rw [quasiState_succ bd Y, eq_sub_of_add_eq (annihilator_creator h x _ _), ih,
      Fin.sum_univ_succ (n := m + 1), map_sum, sub_eq_add_neg, ← Finset.sum_neg_distrib]
    congr 1
    · simp
    · refine Finset.sum_congr rfl fun j _ => ?_
      have e : (Y.submatrix id j.succ.succAbove).submatrix id Fin.succ
          = (Y.submatrix id Fin.succ).submatrix id j.succAbove := by
        ext l i
        simp [Fin.succ_succAbove_succ]
      rw [quasiState_succ bd (Y.submatrix id j.succ.succAbove), e, map_smul, Fin.val_succ,
        pow_succ]
      simp only [Matrix.submatrix_apply, id_eq, Fin.succ_succAbove_zero]
      module
```

## Repeated contraction gives the determinant

Put $M=X^{\mathsf H}Y$, so that $M_{ij}=x_i^{\mathsf H}y_j$. For $m=0$ the overlap is $\langle\psi,\psi\rangle=1$, the determinant of the empty matrix. For $m+1$ quasiparticles, move the first creator of the left state across and contract:

$$\langle\Phi_X,\Phi_Y\rangle=\langle\Phi_{X'},c(x_0)\Phi_Y\rangle=\sum_{j=0}^{m}(-1)^jM_{0j}\,\langle\Phi_{X'},\Phi_{Y^{(j)}}\rangle .$$

By induction the last factor is $\det(X'^{\mathsf H}Y^{(j)})$, the minor of $M$ without row 0 and column $j$. The sum is therefore the Laplace expansion of $\det M$ along row 0, which `Matrix.det_succ_row_zero` supplies. The proof then compares the two sums term by term.

```lean
/-- Under `MixedCAR`, for a unit vector `ψ` killed by all `b_l`, the overlap of the
multi-quasiparticle states with amplitude matrices `X` and `Y` is `det (Xᴴ Y)`. -/
theorem overlap_eq_det (h : MixedCAR b bd) (hψ : ∀ l, b l ψ = 0) (hn : ‖ψ‖ = 1)
    (X Y : Matrix ι (Fin m) ℂ) :
    ⟪quasiState bd X ψ, quasiState bd Y ψ⟫_ℂ = (Xᴴ * Y).det := by
  induction m with
  | zero =>
    rw [quasiState_zero, quasiState_zero, inner_self_eq_norm_sq_to_K, hn]
    simp
  | succ m ih =>
    -- the contractions of the first annihilator are the Laplace expansion along row 0
    rw [quasiState_succ bd X, creator_adjoint h, annihilator_quasiState h hψ, inner_sum,
      Matrix.det_succ_row_zero]
    refine Finset.sum_congr rfl fun j _ => ?_
    rw [inner_smul_right, ih]
    rfl
```

When neither state vanishes, the overlap of the normalised states is

$$\frac{\det(X^{\mathsf H}Y)}{\sqrt{\det(X^{\mathsf H}X)\,\det(Y^{\mathsf H}Y)}} .$$

As a numerical instance, take three modes and two quasiparticles, with $x_0=(1,0,0)$, $x_1=(0,1,0)$, $y_0=\tfrac13(1,2,2)$ and $y_1=\tfrac13(2,1,-2)$. Each pair is orthonormal, so both states are normalised, and

$$\det(X^{\mathsf H}Y)=\det\begin{pmatrix}1/3&2/3\\2/3&1/3\end{pmatrix}=-\tfrac13 .$$

Direct expansion agrees: in $\tfrac19(b_0^\dagger+2b_1^\dagger+2b_2^\dagger)(2b_0^\dagger+b_1^\dagger-2b_2^\dagger)\psi$ the coefficient of $b_0^\dagger b_1^\dagger\psi$ is $\tfrac19(1-4)=-\tfrac13$.

The anticommutation relations and a normalised $\psi$ do not suffice without the condition $b_l\psi=0$. Take one mode and let $\psi$ be its occupied state. With $X=Y=(1)$ the determinant is 1, but $b_0^\dagger\psi=0$ and the overlap is 0.

## Mixing the orbitals, and when the state vanishes

Replacing the columns of $X$ by combinations of themselves, $X\to XC$ with a square matrix $C$, only rescales the state: $\Phi_{XC}=\det C\;\Phi_X$. With $G=X^{\mathsf H}X$, the squared norm of the difference is

$$\det(C^{\mathsf H}GC)-\det C\,\det(C^{\mathsf H}G)-\overline{\det C}\,\det(GC)+|\det C|^2\det G .$$

Each determinant factorises, and every term equals $|\det C|^2\det G$ up to its sign, so the sum is zero. A unitary rotation of the occupied orbitals thus changes such a state by a phase only. Exchanging two columns changes its sign, although anticommuting creators were not assumed.

The equations `e1`, `e2` and `e3` regroup the matrix products so that the determinants factorise in this way.

```lean
/-- Under `MixedCAR`, for a unit vector `ψ` killed by all `b_l`, mixing the created quasiparticles
among themselves by a square matrix `C` multiplies the state by `det C`. -/
theorem quasiState_mul (h : MixedCAR b bd) (hψ : ∀ l, b l ψ = 0) (hn : ‖ψ‖ = 1)
    (X : Matrix ι (Fin m) ℂ) (C : Matrix (Fin m) (Fin m) ℂ) :
    quasiState bd (X * C) ψ = C.det • quasiState bd X ψ := by
  have e1 : Cᴴ * Xᴴ * (X * C) = Cᴴ * (Xᴴ * X) * C := by simp only [Matrix.mul_assoc]
  have e2 : Xᴴ * (X * C) = Xᴴ * X * C := by simp only [Matrix.mul_assoc]
  have e3 : Cᴴ * Xᴴ * X = Cᴴ * (Xᴴ * X) := by simp only [Matrix.mul_assoc]
  -- the difference of the two sides has norm zero
  rw [← sub_eq_zero, ← inner_self_eq_zero (𝕜 := ℂ)]
  simp only [inner_sub_left, inner_sub_right, inner_smul_left, inner_smul_right,
    overlap_eq_det h hψ hn, Matrix.conjTranspose_mul]
  rw [e1, e2, e3]
  simp only [Matrix.det_mul, Matrix.det_conjTranspose, starRingEnd_apply]
  ring
```

Pauli exclusion appears as linear dependence. Since $\|\Phi_X\|^2=\det(X^{\mathsf H}X)$, the state vanishes exactly when $X^{\mathsf H}Xc=0$ for some $c\neq0$. Multiplying by $c^{\mathsf H}$ gives $\|Xc\|^2=0$, hence $Xc=0$; the converse is immediate. In particular, more quasiparticles than modes always give zero.

```lean
/-- Under `MixedCAR`, for a unit vector `ψ` killed by all `b_l`, a multi-quasiparticle state
vanishes exactly when the columns of its amplitude matrix are linearly dependent. -/
theorem quasiState_eq_zero_iff (h : MixedCAR b bd) (hψ : ∀ l, b l ψ = 0) (hn : ‖ψ‖ = 1)
    (X : Matrix ι (Fin m) ℂ) :
    quasiState bd X ψ = 0 ↔ ∃ c : Fin m → ℂ, c ≠ 0 ∧ X *ᵥ c = 0 := by
  rw [← inner_self_eq_zero (𝕜 := ℂ), overlap_eq_det h hψ hn,
    ← Matrix.exists_mulVec_eq_zero_iff]
  simp only [Matrix.conjTranspose_mul_self_mulVec_eq_zero]
```

## Two modes on a four-dimensional space

A concrete system satisfies all the hypotheses. Number the basis vectors $v_0,\dots,v_3$, with $v_0$ empty, $v_1$ and $v_2$ holding one particle in mode 0 and mode 1, and $v_3=b_0^\dagger b_1^\dagger v_0$. The nonzero actions of the modes are

$$b_0v_1=v_0,\quad b_0v_3=v_2,\quad b_1v_2=v_0,\quad b_1v_3=-v_1 .$$

The minus sign is the Jordan-Wigner sign for passing mode 0.

```lean
/-- Jordan-Wigner matrices of two fermionic modes on a four-dimensional space. -/
def jordanWigner : Fin 2 → Matrix (Fin 4) (Fin 4) ℂ :=
  ![!![0, 1, 0, 0; 0, 0, 0, 0; 0, 0, 0, 1; 0, 0, 0, 0],
    !![0, 0, 1, 0; 0, 0, 0, -1; 0, 0, 0, 0; 0, 0, 0, 0]]
```

The adjoints are the conjugate transposes, and the vacuum is $v_0$. The mixed relation and $b_kv_0=0$ are checked component by component, for every choice of modes.

```lean
/-- The two Jordan-Wigner modes and their adjoints satisfy the mixed anticommutation relation,
and the first basis vector is a unit vector killed by both modes. -/
theorem mixedCAR_witness :
    MixedCAR (fun k => Matrix.toEuclideanLin (jordanWigner k))
      (fun k => Matrix.toEuclideanLin (jordanWigner k)ᴴ) ∧
    (∀ k, Matrix.toEuclideanLin (jordanWigner k) (EuclideanSpace.single 0 1) = 0) ∧
    ‖(EuclideanSpace.single 0 1 : EuclideanSpace ℂ (Fin 4))‖ = 1 := by
  refine ⟨⟨fun l u v => ?_, fun k l v => ?_⟩, fun k => ?_, by simp⟩
  · rw [Matrix.toEuclideanLin_conjTranspose_eq_adjoint, LinearMap.adjoint_inner_left]
  · ext i
    fin_cases k <;> fin_cases l <;> fin_cases i <;>
      simp [jordanWigner, Matrix.toEuclideanLin, Matrix.mulVec, dotProduct,
        Fin.sum_univ_succ]
  · ext i
    fin_cases k <;> fin_cases i <;>
      simp [jordanWigner, Matrix.toEuclideanLin, Matrix.mulVec, dotProduct,
        Fin.sum_univ_succ]

end

end QuasiparticleOverlap
```

```lean
#print axioms QuasiparticleOverlap.overlap_eq_det
#print axioms QuasiparticleOverlap.quasiState_mul
#print axioms QuasiparticleOverlap.quasiState_eq_zero_iff
```

```
'QuasiparticleOverlap.overlap_eq_det' depends on axioms: [propext, Classical.choice, Quot.sound]
'QuasiparticleOverlap.quasiState_mul' depends on axioms: [propext, Classical.choice, Quot.sound]
'QuasiparticleOverlap.quasiState_eq_zero_iff' depends on axioms: [propext, Classical.choice, Quot.sound]
```
